# With fixed bare levels and a Hubbard correction, an excited self-consistent filling lies less than U per displaced electron above the ground state

A calculation with a Hubbard \(U\) correction can settle into different orbital occupations from different starting points, which raises the question of how far above the ground state such a solution can lie. Take fixed orbitals and bare levels, integer occupations and a single \(U\), and call a filling self-consistent if every occupied corrected level lies strictly below every empty one. The excess of any such filling other than the ground state is then less than \(U\) for each electron that sits outside the ground-state orbitals.

In Lean 4 with Mathlib:

```lean
import Mathlib

open Finset

namespace MetastableOccupations

noncomputable section

/-- Energy of an orbital with bare level `ε` and occupation `x`, including the Hubbard
correction `(U/2) x (1 - x)`. -/
def orbitalEnergy (ε U x : ℝ) : ℝ := ε * x + U / 2 * (x * (1 - x))

/-- The Hubbard-corrected level `ε + U (1/2 - x)` of an orbital with occupation `x`. -/
def orbitalLevel (ε U x : ℝ) : ℝ := ε + U * (1 / 2 - x)

/-- The corrected level is the derivative of the orbital energy with respect to the
occupation. -/
theorem hasDerivAt_orbitalEnergy (ε U x : ℝ) :
    HasDerivAt (orbitalEnergy ε U) (orbitalLevel ε U x) x := by
  have h := ((hasDerivAt_id' x).const_mul ε).fun_add
    (((hasDerivAt_id' x).fun_mul ((hasDerivAt_id' x).const_sub 1)).const_mul (U / 2))
  exact h.congr_deriv (by unfold orbitalLevel; ring)

variable {ι : Type*} [DecidableEq ι]

/-- Occupation numbers of the set `S`: one for its members, zero for all other orbitals. -/
def occ (S : Finset ι) (i : ι) : ℝ := if i ∈ S then 1 else 0

/-- The set `S` is self-consistent if, with the corrections that `S` itself produces, every
occupied level lies below every empty one. -/
def SelfConsistent (e : ι → ℝ) (U : ℝ) (S : Finset ι) : Prop :=
  ∀ i ∈ S, ∀ j ∉ S, orbitalLevel (e i) U (occ S i) < orbitalLevel (e j) U (occ S j)

/-- At integer occupations the Hubbard-corrected total energy is the sum of the occupied
bare levels. -/
theorem sum_orbitalEnergy_occ [Fintype ι] (e : ι → ℝ) (U : ℝ) (S : Finset ι) :
    ∑ i, orbitalEnergy (e i) U (occ S i) = ∑ i ∈ S, e i := by
  have h : ∀ i, orbitalEnergy (e i) U (occ S i) = if i ∈ S then e i else 0 := by
    intro i
    unfold orbitalEnergy occ
    split_ifs <;> ring
  rw [Finset.sum_congr rfl (fun i _ => h i), Finset.sum_ite_mem, Finset.univ_inter]

/-- A set is self-consistent exactly when no occupied bare level lies above an empty one
by `U` or more. -/
theorem selfConsistent_iff (e : ι → ℝ) (U : ℝ) (S : Finset ι) :
    SelfConsistent e U S ↔ ∀ i ∈ S, ∀ j ∉ S, e i - e j < U := by
  constructor
  · intro h i hi j hj
    have h1 := h i hi j hj
    simp only [orbitalLevel, occ, if_pos hi, if_neg hj] at h1
    linarith
  · intro h i hi j hj
    have h1 := h i hi j hj
    simp only [orbitalLevel, occ, if_pos hi, if_neg hj]
    linarith

/-- The level sum of a self-consistent set `S` exceeds that of any other set `G` with equally
many electrons by less than `U` times the number of elements of `S` outside `G`. -/
theorem excess_lt {e : ι → ℝ} {U : ℝ} {S G : Finset ι} (hS : SelfConsistent e U S)
    (hcard : G.card = S.card) (hne : G ≠ S) :
    ∑ i ∈ S, e i - ∑ i ∈ G, e i < ((S \ G).card : ℝ) * U := by
  rw [selfConsistent_iff] at hS
  -- equally many electrons leave `S` as enter `G`
  have hk : (G \ S).card = (S \ G).card := by
    have h1 := Finset.card_sdiff_add_card_inter S G
    have h2 := Finset.card_sdiff_add_card_inter G S
    rw [Finset.inter_comm G S] at h2
    omega
  have hA : (S \ G).Nonempty := by
    by_contra h
    rw [Finset.not_nonempty_iff_eq_empty, Finset.sdiff_eq_empty_iff_subset] at h
    exact hne (Finset.eq_of_subset_of_card_le h hcard.le).symm
  have hpos : 0 < (S \ G).card := Finset.card_pos.mpr hA
  have hB : (G \ S).Nonempty := Finset.card_pos.mp (by omega)
  -- highest level that is vacated and lowest level that is filled
  obtain ⟨a, ha, hmax⟩ := Finset.exists_max_image (S \ G) e hA
  obtain ⟨b, hb, hmin⟩ := Finset.exists_min_image (G \ S) e hB
  have hab : e a - e b < U :=
    hS a (Finset.mem_sdiff.mp ha).1 b (Finset.mem_sdiff.mp hb).2
  have h1 := Finset.sum_le_card_nsmul (S \ G) e (e a) hmax
  have h2 := Finset.card_nsmul_le_sum (G \ S) e (e b) hmin
  rw [nsmul_eq_mul] at h1 h2
  rw [hk] at h2
  -- the common levels cancel
  have h3 := Finset.sum_inter_add_sum_sdiff S G e
  have h4 := Finset.sum_inter_add_sum_sdiff G S e
  rw [Finset.inter_comm G S] at h4
  have hposR : (0 : ℝ) < ((S \ G).card : ℝ) := by exact_mod_cast hpos
  have h5 := mul_pos hposR (sub_pos.mpr hab)
  rw [mul_sub, mul_sub] at h5
  linarith

/-- A set is self-consistent if and only if its level sum exceeds that of every other set with
equally many electrons by less than `U` per electron moved. -/
theorem selfConsistent_iff_excess_lt (e : ι → ℝ) (U : ℝ) (S : Finset ι) :
    SelfConsistent e U S ↔ ∀ G : Finset ι, G.card = S.card → G ≠ S →
      ∑ i ∈ S, e i - ∑ i ∈ G, e i < ((S \ G).card : ℝ) * U := by
  refine ⟨fun h G hc hne => excess_lt h hc hne, fun h => ?_⟩
  rw [selfConsistent_iff]
  intro i hi j hj
  -- move a single electron from `i` to `j`
  have hj' : j ∉ S.erase i := fun h' => hj (Finset.mem_of_mem_erase h')
  have hc : (insert j (S.erase i)).card = S.card := by
    rw [Finset.card_insert_of_notMem hj', Finset.card_erase_add_one hi]
  have hne : insert j (S.erase i) ≠ S := fun h' =>
    hj (h' ▸ Finset.mem_insert_self j (S.erase i))
  have hd : S \ insert j (S.erase i) = {i} := by
    ext x
    simp only [Finset.mem_sdiff, Finset.mem_insert, Finset.mem_erase, Finset.mem_singleton]
    constructor
    · rintro ⟨hx, hn⟩
      by_contra hxi
      exact hn (Or.inr ⟨hxi, hx⟩)
    · rintro rfl
      refine ⟨hi, ?_⟩
      rintro (h' | h')
      · exact hj (h' ▸ hi)
      · exact h'.1 rfl
  have h1 := h _ hc hne
  rw [hd, Finset.card_singleton, Finset.sum_insert hj', Nat.cast_one, one_mul] at h1
  have h2 := Finset.add_sum_erase S e hi
  linarith

/-- If `G` has minimal level sum among the sets with as many electrons as `G`, a different
self-consistent set `S` with equally many electrons has an excess that is nonnegative and less than
`U` per electron outside `G`. -/
theorem excess_over_ground {e : ι → ℝ} {U : ℝ} {S G : Finset ι}
    (hS : SelfConsistent e U S) (hcard : G.card = S.card) (hne : G ≠ S)
    (hG : ∀ T : Finset ι, T.card = G.card → ∑ i ∈ G, e i ≤ ∑ i ∈ T, e i) :
    0 ≤ ∑ i ∈ S, e i - ∑ i ∈ G, e i ∧
      ∑ i ∈ S, e i - ∑ i ∈ G, e i < ((S \ G).card : ℝ) * U :=
  ⟨sub_nonneg.mpr (hG S hcard.symm), excess_lt hS hcard hne⟩

/-- For `U ≤ 0` a self-consistent set has a strictly lower level sum than every other set with
equally many electrons. -/
theorem unique_ground_of_nonpos {e : ι → ℝ} {U : ℝ} {S G : Finset ι} (hU : U ≤ 0)
    (hS : SelfConsistent e U S) (hcard : G.card = S.card) (hne : G ≠ S) :
    ∑ i ∈ S, e i < ∑ i ∈ G, e i := by
  have h1 := excess_lt hS hcard hne
  have h2 := mul_nonpos_of_nonneg_of_nonpos (Nat.cast_nonneg (α := ℝ) (S \ G).card) hU
  linarith

/-- Two shells of `k` degenerate levels each, the upper at `a` and the lower at zero. -/
def twoShell (k : ℕ) (a : ℝ) : Fin k ⊕ Fin k → ℝ := Sum.elim (fun _ => a) (fun _ => 0)

/-- The filled upper shell. -/
def upper (k : ℕ) : Finset (Fin k ⊕ Fin k) := Finset.univ.map Function.Embedding.inl

/-- The filled lower shell. -/
def lower (k : ℕ) : Finset (Fin k ⊕ Fin k) := Finset.univ.map Function.Embedding.inr

/-- For two shells separated by `U - δ` with `0 < δ ≤ U`, the filled upper shell is
self-consistent, the filled lower shell has minimal level sum, they differ in `k` electrons,
and the excess is `k (U - δ)`. -/
theorem excess_sharp (k : ℕ) {U δ : ℝ} (hδ : 0 < δ) (hδU : δ ≤ U) :
    SelfConsistent (twoShell k (U - δ)) U (upper k) ∧
    (∀ T : Finset (Fin k ⊕ Fin k), T.card = (lower k).card →
      ∑ i ∈ lower k, twoShell k (U - δ) i ≤ ∑ i ∈ T, twoShell k (U - δ) i) ∧
    (upper k \ lower k).card = k ∧
    ∑ i ∈ upper k, twoShell k (U - δ) i - ∑ i ∈ lower k, twoShell k (U - δ) i
      = k * (U - δ) := by
  have hlow : ∑ i ∈ lower k, twoShell k (U - δ) i = 0 := by
    simp [lower, twoShell]
  have hup : ∑ i ∈ upper k, twoShell k (U - δ) i = k * (U - δ) := by
    simp [upper, twoShell]
    ring
  refine ⟨?_, ?_, ?_, ?_⟩
  · rw [selfConsistent_iff]
    rintro (i | i) hi (j | j) hj
    · simp [upper] at hj
    · change (U - δ) - 0 < U
      linarith
    · simp [upper] at hi
    · simp [upper] at hi
  · intro T _
    rw [hlow]
    refine Finset.sum_nonneg ?_
    rintro (i | i) _
    · exact sub_nonneg.mpr hδU
    · exact le_refl (0 : ℝ)
  · have hd : upper k \ lower k = upper k := by
      ext x
      rcases x with x | x <;> simp [upper, lower]
    rw [hd]
    simp [upper]
  · rw [hlow, hup, sub_zero]

end

end MetastableOccupations
```

```lean
#print axioms MetastableOccupations.selfConsistent_iff_excess_lt
-- 'MetastableOccupations.selfConsistent_iff_excess_lt' depends on axioms: [propext, Classical.choice, Quot.sound]
#print axioms MetastableOccupations.excess_over_ground
-- 'MetastableOccupations.excess_over_ground' depends on axioms: [propext, Classical.choice, Quot.sound]
#print axioms MetastableOccupations.unique_ground_of_nonpos
-- 'MetastableOccupations.unique_ground_of_nonpos' depends on axioms: [propext, Classical.choice, Quot.sound]
#print axioms MetastableOccupations.excess_sharp
-- 'MetastableOccupations.excess_sharp' depends on axioms: [propext, Classical.choice, Quot.sound]
```

## Corrected levels and self-consistent fillings

An orbital with bare level \(\varepsilon\) and occupation \(x\) has the energy

\[
E(x)=\varepsilon x+\tfrac{U}{2}\,x(1-x),\qquad
E'(x)=\varepsilon+U\left(\tfrac12-x\right).
\]

These are `orbitalEnergy` and `orbitalLevel`, and `hasDerivAt_orbitalEnergy` obtains the second from the first by the product rule. The parameter \(U\) stands for the strength of the on-site correction, which penalises fractional occupation when it is positive. It shifts the level \(E'(x)\) of a full orbital by \(-U/2\) and that of an empty one by \(+U/2\).

The type `ι` labels the spin-orbitals, `e i` is the bare level \(e_i\), and a finite set `S` lists the occupied orbitals, one electron in each. `SelfConsistent e U S` says that, with the shifts produced by \(S\) itself, every occupied level lies strictly below every empty one. Filling the lowest corrected levels then gives \(S\) back. For \(i\in S\) and \(j\notin S\) the condition reads

\[
e_i-\tfrac U2<e_j+\tfrac U2
\quad\Longleftrightarrow\quad
e_i-e_j<U,
\]

which is `selfConsistent_iff`. An occupied bare level may therefore lie above an empty one, provided that the difference stays below \(U\).

At \(x=0\) and \(x=1\) the term \(x(1-x)\) vanishes. For finitely many orbitals, `sum_orbitalEnergy_occ` concludes that the total energy of a filling is its plain level sum \(\sum_{i\in S}e_i\), so differences of level sums are differences of total energy.

The model keeps the bare levels and the orbitals fixed when the occupations change. It has one \(U\) for all orbitals and no off-diagonal occupations.

## The bound on the excess

Let \(G\neq S\) hold equally many electrons, and let \(k\) be the number of elements of \(S\setminus G\), written `(S \ G).card`. Removing the common part \(S\cap G\) from both sets leaves equally many elements, so \(G\setminus S\) also has \(k\) elements. Since the sets differ, \(k\ge1\). The common levels cancel:

\[
\sum_{i\in S}e_i-\sum_{i\in G}e_i
=\sum_{i\in S\setminus G}e_i-\sum_{i\in G\setminus S}e_i .
\]

Let \(a\) be an orbital of highest level in \(S\setminus G\) and \(b\) one of lowest level in \(G\setminus S\). The first sum on the right is at most \(k e_a\), and the second is at least \(k e_b\). Because \(a\) is occupied in \(S\) and \(b\) is empty, \(e_a-e_b<U\), hence

\[
\sum_{i\in S}e_i-\sum_{i\in G}e_i\le k(e_a-e_b)<kU .
\]

The proof of `excess_lt` takes the same route. `exists_max_image` and `exists_min_image` supply \(a\) and \(b\), `sum_le_card_nsmul` and `card_nsmul_le_sum` give the two estimates, and `sum_inter_add_sum_sdiff` splits off the common levels. The final `linarith` combines these inequalities.

The argument never uses that \(G\) is the ground state. When \(G\) does have minimal level sum, `excess_over_ground` adds that the excess is nonnegative. It can be zero if the ground state is degenerate.

## Single swaps and the sign of U

The bounds also determine self-consistency. Suppose that the inequality holds for every competitor \(G\). For \(i\in S\) and \(j\notin S\), choose \(G=(S\setminus\{i\})\cup\{j\}\). Then \(S\setminus G=\{i\}\), so \(k=1\), and the bound becomes \(e_i-e_j<U\). This is the converse direction of `selfConsistent_iff_excess_lt`, where most of the lines verify that the swapped set has the right size and differs from \(S\) in the right way.

If \(U\le0\), then \(kU\le0\) and the excess is strictly negative. A self-consistent filling then lies below every other filling with the same number of electrons, as `unique_ground_of_nonpos` states. In this model, excited self-consistent fillings require \(U>0\).

## How close the excess comes to kU

Take two shells of \(k\) degenerate levels each, the lower at zero and the upper at \(U-\delta\), with \(0<\delta\le U\). Fill the upper shell and leave the lower one empty. Every occupied-empty difference is \(U-\delta<U\), so the filling is self-consistent. The filled lower shell has level sum zero, which is minimal because no level is negative. The excess is \(k(U-\delta)\).

`excess_sharp` proves these statements, using a case split between the two shells. For \(k\ge1\), letting \(\delta\) become small shows that no constant below \(U\) would serve in the bound.

The strict inequality in the self-consistency condition matters as well. Put one electron in the upper of two levels \(0\) and \(U\), with \(U>0\). Both corrected levels equal \(U/2\), and the excess is exactly \(U\) with \(k=1\). The weaker condition \(e_i-e_j\le U\) is thus not enough for a strict bound.

## Three levels in a self-consistency loop

Consider bare levels at 0, 1 and 3 eV, two electrons and \(U=4\) eV. A run that starts with the upper two orbitals occupied shifts them to \(-1\) and \(1\) eV, and the empty orbital to \(2\) eV. Filling the two lowest corrected levels reproduces the starting occupations, and the loop stops there.

The level sum is 4 eV, against 1 eV for the ground state. One electron sits outside the ground-state orbitals, and the excess of 3 eV is below \(U\). In a full calculation the orbitals and bare levels also respond to the occupations, and that response can change both the stability of the solution and its excess energy.
